# For exponentially damped phonon pairs, the Kubo conductivity is a Peierls sum plus a Lorentzian sum over distinct modes

In the relaxation-time approximation, a lattice thermal conductivity with coherences can be computed from frequencies, linewidths, heat capacities and velocity matrix elements by adding two sums. One is the Peierls sum over single modes. The other runs over pairs of distinct modes, each weighted by a Lorentzian in the frequency difference. No correlation function is integrated in time. For finitely many modes with positive frequencies and linewidths, and with a heat-current correlation function assumed to be a sum of exponentially damped oscillations with the pair weights of the Wigner formula, the theorems below show that the two sums equal the Kubo time integral. They also show that, for pairwise distinct frequencies, the difference between the conductivity and its Peierls part vanishes when all linewidths are scaled down to zero together.

## A damped pair and its Lorentzian

```lean
import Mathlib

open MeasureTheory Filter Topology

noncomputable section

namespace WignerTransport

/-- The damped oscillation `exp (-(G + i d) t)` of a pair of modes with mean linewidth `G` and
frequency difference `d`. -/
def dampedPhase (G d t : ℝ) : ℂ := Complex.exp (-((G : ℂ) + d * Complex.I) * t)
```

A `def` introduces a named object. Here it is the function

\[ t \mapsto e^{-(G+id)t}, \]

with real \(G\), \(d\) and \(t\) and a complex value. The notation `(G : ℂ)` means the real number \(G\) read as a complex one. Physically, if the amplitude of mode \(s\) decays as \(e^{-\Gamma_s t/2}\), the product of one amplitude with the complex conjugate of another decays at the mean linewidth \(G=(\Gamma_s+\Gamma_r)/2\) and oscillates at the frequency difference \(d=\omega_s-\omega_r\).

```lean
/-- The Lorentzian `G / (G ^ 2 + d ^ 2)`, meant for `G` and `d` not both zero. -/
def lorentz (G d : ℝ) : ℝ := G / (G ^ 2 + d ^ 2)
```

This is \(L_G(d)=G/(G^2+d^2)\), without the factor \(1/\pi\) that would normalise its area to one. Lean assigns the value zero to any division by zero, so the theorems on the conductivity assume positive frequencies and linewidths to keep such values out.

## The phonon data

```lean
/-- Phonon modes with frequencies `ω`, linewidths `Γ`, heat capacities `C` per volume, and the
matrix `v` of one Cartesian component of the velocity operator. -/
structure Phonons (ι : Type*) where
  ω : ι → ℝ
  Γ : ι → ℝ
  C : ι → ℝ
  v : ι → ι → ℂ
```

A `structure` bundles data. The index type `ι` labels the modes, and `P.ω s` will be the frequency \(\omega_s\) of mode \(s\) in the data set `P`. Frequencies are angular, in the same units as the linewidths. \(\Gamma_s\) is the full linewidth, equal to the inverse lifetime \(1/\tau_s\); many texts use the same letter for half of it. \(C_s\) is the mode's heat capacity per volume, with any division by the number of wavevectors already included. The complex matrix \(v_{sr}\) is one Cartesian component of the velocity operator, so the conductivity below is one diagonal element of the tensor. Nothing requires \(v\) to be Hermitian.

```lean
namespace Phonons

variable {ι : Type*} (P : Phonons ι)

/-- The mean linewidth of two modes. -/
def width (s r : ι) : ℝ := (P.Γ s + P.Γ r) / 2
```

The mean linewidth of modes \(s\) and \(r\) is \(G_{sr}=(\Gamma_s+\Gamma_r)/2\).

```lean
/-- The frequency difference of two modes. -/
def gap (s r : ι) : ℝ := P.ω s - P.ω r
```

The name `gap` stands for the signed frequency difference \(d_{sr}=\omega_s-\omega_r\) of two modes, not for a band gap.

```lean
/-- The heat-capacity weight of a pair of modes in the Wigner formula, meant for nonzero
frequencies. -/
def weight (s r : ι) : ℝ := (P.ω s + P.ω r) / 4 * (P.C s / P.ω s + P.C r / P.ω r)
```

The weight of a pair in the Wigner formula is

\[ W_{sr}=\frac{\omega_s+\omega_r}{4}\left(\frac{C_s}{\omega_s}+\frac{C_r}{\omega_r}\right). \]

```lean
/-- The same modes with every linewidth multiplied by `ε`. -/
def scaleWidths (ε : ℝ) : Phonons ι := { P with Γ := fun s => ε * P.Γ s }
```

This produces a new data set in which every \(\Gamma_s\) is replaced by \(\varepsilon\Gamma_s\), while \(\omega\), \(C\) and \(v\) stay as they are. For \(0<\varepsilon<1\) it represents weaker scattering at fixed temperature and fixed harmonic properties.

## The conductivity as a time integral

```lean
variable [Fintype ι]

/-- The heat-current correlation function at time `t`, in which every pair of modes oscillates at
its frequency difference and decays at its mean linewidth. -/
def currentCorrelation (t : ℝ) : ℝ :=
  ∑ s, ∑ r, P.weight s r * ‖P.v s r‖ ^ 2 * (dampedPhase (P.width s r) (P.gap s r) t).re
```

From here on the set of modes is finite. The correlation function is

\[ J(t)=\sum_{s,r}W_{sr}\,|v_{sr}|^2\,\mathrm{Re}\,e^{-(G_{sr}+id_{sr})t}. \]

The thermal prefactors of the Green–Kubo formula are absorbed into \(W_{sr}\). This definition carries the physical assumption: each pair relaxes independently and exponentially, and scattering does not feed one mode from another. The step from an anharmonic crystal to this form of \(J(t)\) is postulated. A correlation function sampled in molecular dynamics need not have it.

```lean
/-- The Kubo conductivity: the integral of the current correlation function over positive times. -/
def kubo : ℝ := ∫ t in Set.Ioi (0 : ℝ), P.currentCorrelation t
```

The conductivity is \(\kappa=\int_0^\infty J(t)\,dt\), where `Set.Ioi (0 : ℝ)` is the half-line \(t>0\). No Lorentzian appears in the definition, so its appearance later has to be proved.

```lean
/-- The Peierls conductivity, a sum over single modes of heat capacity times squared velocity
over linewidth, meant for nonzero linewidths. -/
def peierls : ℝ := ∑ s, P.C s * ‖P.v s s‖ ^ 2 / P.Γ s
```

The Peierls sum is

\[ \kappa_{\mathrm P}=\sum_s \frac{C_s|v_{ss}|^2}{\Gamma_s}, \]

which is the familiar \(C v^2\tau\) summed over modes. It is the relaxation-time form, not the full solution of the linearised Peierls–Boltzmann equation.

```lean
/-- The coherence conductivity, a sum over ordered pairs of distinct modes of heat-capacity weight
times squared velocity element times Lorentzian. -/
def coherences [DecidableEq ι] : ℝ :=
  ∑ s, ∑ r ∈ Finset.univ.erase s,
    P.weight s r * ‖P.v s r‖ ^ 2 * lorentz (P.width s r) (P.gap s r)

end Phonons
```

The coherence sum is

\[ \kappa_{\mathrm C}=\sum_s\sum_{r\neq s}W_{sr}|v_{sr}|^2L_{G_{sr}}(d_{sr}). \]

The expression `Finset.univ.erase s` is the set of all modes except \(s\). Pairs are ordered, so \((s,r)\) and \((r,s)\) both count.

## Integrating one damped oscillation

```lean
/-- For positive linewidth the damped oscillation is integrable over positive times. -/
theorem integrable_dampedPhase {G : ℝ} (hG : 0 < G) (d : ℝ) :
    IntegrableOn (dampedPhase G d) (Set.Ioi 0) :=
  integrableOn_exp_mul_complex_Ioi (by simpa using hG) 0
```

A `theorem` lists its hypotheses before the colon and its claim after it. Here `hG` is the assumption \(G>0\), and the claim is that the damped oscillation is integrable over \(t>0\). By hand, its modulus is \(e^{-Gt}\), whose integral is \(1/G\). The proof applies a Mathlib lemma on complex exponentials, which needs the coefficient of \(t\) to have negative real part.

```lean
/-- For positive linewidth, the real part of the time integral of the damped oscillation is the
Lorentzian. -/
theorem re_integral_dampedPhase {G : ℝ} (hG : 0 < G) (d : ℝ) :
    (∫ t in Set.Ioi (0 : ℝ), dampedPhase G d t).re = lorentz G d := by
  have h : ∫ t in Set.Ioi (0 : ℝ), dampedPhase G d t = 1 / ((G : ℂ) + d * Complex.I) := by
    unfold dampedPhase
    rw [integral_exp_mul_complex_Ioi (by simpa using hG)]
    simp only [Complex.ofReal_zero, mul_zero, Complex.exp_zero, neg_div_neg_eq]
  rw [h, one_div, Complex.inv_re]
  simp [Complex.normSq_apply, lorentz, pow_two]
```

For \(G>0\), the antiderivative of the exponential vanishes at infinity, so

\[ \int_0^\infty e^{-(G+id)t}\,dt=\frac{1}{G+id}=\frac{G-id}{G^2+d^2}, \]

and the real part is \(L_G(d)\). The intermediate statement `h` is the first equality, again from a Mathlib lemma. The last two lines take the real part of the inverse, which is the real part of \(G+id\) divided by its squared modulus.

```lean
/-- At zero frequency difference the Lorentzian is the inverse of the nonzero linewidth. -/
theorem mul_lorentz_zero {G : ℝ} (hG : G ≠ 0) : G * lorentz G 0 = 1 := by
  unfold lorentz
  field_simp
  simp
```

At \(d=0\) the Lorentzian is \(G/G^2\), so \(G\,L_G(0)=1\). For a single mode paired with itself, the Lorentzian is therefore the lifetime \(1/\Gamma_s\) in the Peierls sum.

```lean
/-- At fixed nonzero frequency difference `d` the Lorentzian is at most `1 / (2 |d|)`, and it
reaches this value exactly when the linewidth equals `|d|`. -/
theorem lorentz_le (G : ℝ) {d : ℝ} (hd : d ≠ 0) :
    lorentz G d ≤ 1 / (2 * |d|) ∧ (lorentz G d = 1 / (2 * |d|) ↔ G = |d|) := by
  have ha : 0 < |d| := abs_pos.mpr hd
  unfold lorentz
  rw [← sq_abs d]
  generalize |d| = a at ha ⊢
  have hD : 0 < G ^ 2 + a ^ 2 := by positivity
  -- the distance to the bound is a perfect square over a positive denominator
  have key : 1 / (2 * a) - G / (G ^ 2 + a ^ 2) = (G - a) ^ 2 / (2 * a * (G ^ 2 + a ^ 2)) := by
    rw [div_sub_div _ _ (by positivity) hD.ne']
    congr 1
    ring
  have hpos : 0 ≤ (G - a) ^ 2 / (2 * a * (G ^ 2 + a ^ 2)) := by positivity
  refine ⟨by linarith, fun h => ?_, fun h => ?_⟩
  · rw [h, sub_self] at key
    have hne : 2 * a * (G ^ 2 + a ^ 2) ≠ 0 := by positivity
    have h0 : (G - a) ^ 2 = 0 := (div_eq_zero_iff.mp key.symm).resolve_right hne
    exact sub_eq_zero.mp (pow_eq_zero_iff (two_ne_zero)|>.mp h0)
  · have h0 : (G - a) ^ 2 / (2 * a * (G ^ 2 + a ^ 2)) = 0 := by
      rw [sub_eq_zero.mpr h]
      simp
    linarith
```

For \(d\neq0\) and any real \(G\), the claim is \(L_G(d)\le 1/(2|d|)\), with equality exactly when \(G=|d|\). Write \(a=|d|>0\). Over a common denominator,

\[ \frac{1}{2a}-\frac{G}{G^2+a^2}=\frac{G^2+a^2-2aG}{2a(G^2+a^2)}=\frac{(G-a)^2}{2a(G^2+a^2)}. \]

The right-hand side is never negative, and it is zero only for \(G=a\). The statement `key` is this identity; `hpos` gives the inequality, and the two final bullets prove the two directions of the equivalence. At fixed nonzero frequency difference, a pair's Lorentzian factor is therefore largest when its mean linewidth equals the distance between the two frequencies.

```lean
/-- At fixed nonzero frequency difference the Lorentzian vanishes with the linewidth. -/
theorem tendsto_lorentz {d : ℝ} (hd : d ≠ 0) :
    Tendsto (fun G => lorentz G d) (𝓝 0) (𝓝 0) := by
  have h : ContinuousAt (fun G : ℝ => G / (G ^ 2 + d ^ 2)) 0 :=
    ContinuousAt.div (by fun_prop) (by fun_prop) (by simp [hd])
  simpa [ContinuousAt, lorentz] using h
```

`Tendsto f (𝓝 a) (𝓝 b)` says that \(f(x)\to b\) as \(x\to a\). Here \(L_G(d)\to0\) as \(G\to0\) at fixed \(d\neq0\). The denominator tends to \(d^2\neq0\), so the quotient is continuous at \(G=0\), where its value is \(0/d^2=0\). The Lean proof uses the same continuity argument.

## Separating the diagonal from the coherences

```lean
namespace Phonons

variable {ι : Type*} [Fintype ι] [DecidableEq ι] (P : Phonons ι)

/-- For positive frequencies and linewidths, the Kubo conductivity is the sum of the Peierls
conductivity and the coherence conductivity. -/
theorem kubo_eq_peierls_add_coherences (hω : ∀ s, 0 < P.ω s) (hΓ : ∀ s, 0 < P.Γ s) :
    P.kubo = P.peierls + P.coherences := by
  have hw : ∀ s r, 0 < P.width s r := fun s r => half_pos (add_pos (hΓ s) (hΓ r))
  have hint : ∀ s r, Integrable (fun t : ℝ => P.weight s r * ‖P.v s r‖ ^ 2 *
      (dampedPhase (P.width s r) (P.gap s r) t).re) (volume.restrict (Set.Ioi 0)) :=
    fun s r => (Complex.reCLM.integrable_comp
      (integrable_dampedPhase (hw s r) (P.gap s r))).const_mul _
  have hre : ∀ s r, ∫ t in Set.Ioi (0 : ℝ), (dampedPhase (P.width s r) (P.gap s r) t).re
      = lorentz (P.width s r) (P.gap s r) := fun s r =>
    (Complex.reCLM.integral_comp_comm (integrable_dampedPhase (hw s r) (P.gap s r))).trans
      (re_integral_dampedPhase (hw s r) _)
  unfold kubo currentCorrelation peierls coherences
  -- integrate pair by pair
  rw [MeasureTheory.integral_finsetSum _ fun s _ => MeasureTheory.integrable_finsetSum _ fun r _ => hint s r,
    ← Finset.sum_add_distrib]
  refine Finset.sum_congr rfl fun s _ => ?_
  rw [MeasureTheory.integral_finsetSum _ fun r _ => hint s r]
  simp only [integral_const_mul, hre]
  -- split off the diagonal term, where the frequency difference vanishes
  rw [← Finset.add_sum_erase _ _ (Finset.mem_univ s)]
  congr 1
  have hweight : P.weight s s = P.C s := by
    have h : P.C s / P.ω s * P.ω s = P.C s := div_mul_cancel₀ _ (hω s).ne'
    unfold weight
    linear_combination h
  have hwidth : P.width s s = P.Γ s := by unfold width; ring
  have hgap : P.gap s s = 0 := sub_self _
  rw [hweight, hwidth, hgap, eq_div_iff (hΓ s).ne']
  linear_combination (P.C s * ‖P.v s s‖ ^ 2) * mul_lorentz_zero (hΓ s).ne'
```

The hypotheses `hω` and `hΓ` say that every frequency and every linewidth is positive. This excludes the zero-frequency acoustic modes at the zone centre. The claim is

\[ \kappa=\kappa_{\mathrm P}+\kappa_{\mathrm C}. \]

By hand, the double sum is finite and each term is integrable, so the integral can be taken term by term:

\[ \kappa=\sum_{s,r}W_{sr}|v_{sr}|^2\int_0^\infty\mathrm{Re}\,e^{-(G_{sr}+id_{sr})t}\,dt=\sum_{s,r}W_{sr}|v_{sr}|^2L_{G_{sr}}(d_{sr}). \]

The terms with \(r\neq s\) are \(\kappa_{\mathrm C}\). On the diagonal,

\[ W_{ss}=\frac{2\omega_s}{4}\cdot\frac{2C_s}{\omega_s}=C_s,\qquad G_{ss}=\Gamma_s,\qquad d_{ss}=0,\qquad L_{\Gamma_s}(0)=\frac1{\Gamma_s}, \]

so the diagonal terms add up to \(\kappa_{\mathrm P}\). With a single mode there are no coherences, and \(\kappa=\kappa_{\mathrm P}\).

The Lean proof takes the same route. `hw` records that all mean linewidths are positive, `hint` that each term is integrable, and `hre` that each real part integrates to its Lorentzian. The last of these uses the fact that taking the real part commutes with the integral. The two rewrites with `integral_finsetSum` exchange the integral with the sums over \(s\) and \(r\), and `Finset.add_sum_erase` separates the term \(r=s\) from the rest. Then `hweight`, `hwidth` and `hgap` are the first three diagonal identities displayed above. The closing `linear_combination` multiplies \(\Gamma_sL_{\Gamma_s}(0)=1\) by \(C_s|v_{ss}|^2\) and leaves Lean to check the algebra.

## Weak scattering and well-separated frequencies

```lean
/-- For positive, pairwise distinct frequencies and positive linewidths all scaled by `ε`, the
Kubo conductivity differs from the Peierls conductivity over `ε` by a term that vanishes as `ε`
tends to zero from above. -/
theorem tendsto_kubo_sub_peierls (hω : ∀ s, 0 < P.ω s) (hΓ : ∀ s, 0 < P.Γ s)
    (hinj : Function.Injective P.ω) :
    Tendsto (fun ε => (P.scaleWidths ε).kubo - P.peierls / ε) (𝓝[>] 0) (𝓝 0) := by
  -- every coherence term vanishes, since its frequency difference is nonzero
  have hcoh : Tendsto (fun ε => (P.scaleWidths ε).coherences) (𝓝 0) (𝓝 0) := by
    have h : Tendsto (fun ε => ∑ s, ∑ r ∈ Finset.univ.erase s, P.weight s r * ‖P.v s r‖ ^ 2 *
        lorentz ((ε * P.Γ s + ε * P.Γ r) / 2) (P.gap s r)) (𝓝 0)
        (𝓝 (∑ s : ι, ∑ r ∈ Finset.univ.erase s, P.weight s r * ‖P.v s r‖ ^ 2 * 0)) := by
      refine tendsto_finsetSum _ fun s _ => tendsto_finsetSum _ fun r hr => ?_
      have hd : P.gap s r ≠ 0 :=
        sub_ne_zero.mpr fun h => (Finset.ne_of_mem_erase hr) (hinj h).symm
      have hG : Tendsto (fun ε : ℝ => (ε * P.Γ s + ε * P.Γ r) / 2) (𝓝 0) (𝓝 0) := by
        have hc : Continuous fun ε : ℝ => (ε * P.Γ s + ε * P.Γ r) / 2 := by fun_prop
        simpa using hc.tendsto 0
      exact ((tendsto_lorentz hd).comp hG).const_mul _
    simp only [mul_zero, Finset.sum_const_zero] at h
    exact h
  refine (hcoh.mono_left nhdsWithin_le_nhds).congr' ?_
  filter_upwards [self_mem_nhdsWithin] with ε hε
  have hε' : 0 < ε := hε
  have hp : (P.scaleWidths ε).peierls = P.peierls / ε := by
    unfold peierls
    rw [Finset.sum_div]
    refine Finset.sum_congr rfl fun s _ => ?_
    rw [div_div, mul_comm (P.Γ s) ε]
    rfl
  rw [kubo_eq_peierls_add_coherences (P.scaleWidths ε) hω fun s => mul_pos hε' (hΓ s), hp]
  ring

end Phonons

end WignerTransport
```

The additional hypothesis `hinj` says that \(\omega\) is injective: no two modes share a frequency. The symbol `𝓝[>] 0` means that \(\varepsilon\) approaches zero from above. With \(\kappa(\varepsilon)\) the Kubo conductivity for linewidths \(\varepsilon\Gamma_s\), the claim is

\[ \kappa(\varepsilon)-\frac{\kappa_{\mathrm P}}{\varepsilon}\longrightarrow0\qquad(\varepsilon\to0^+). \]

This concerns the difference itself, not only the ratio of the two terms. By hand, the previous theorem applied to the scaled data gives, for \(\varepsilon>0\),

\[ \kappa(\varepsilon)=\frac{\kappa_{\mathrm P}}{\varepsilon}+\sum_s\sum_{r\neq s}W_{sr}|v_{sr}|^2L_{\varepsilon G_{sr}}(d_{sr}). \]

Every \(d_{sr}\) in the remaining sum is nonzero, so every Lorentzian tends to zero, and so does the finite sum.

In Lean, `hcoh` is the limit of the coherence sum. Its inner steps `hd` and `hG` supply the nonzero frequency difference and the vanishing mean linewidth needed by `tendsto_lorentz`. The identity `hp` says that the Peierls sum of the scaled data is \(\kappa_{\mathrm P}/\varepsilon\). The final rewrite inserts the decomposition and this identity, and `ring` cancels the Peierls term.

In a crystal, modes at \(\mathbf q\) and \(-\mathbf q\) commonly have equal frequencies, so `hinj` fails if `ι` collects the whole Brillouin zone. Since the velocity operator does not couple different wavevectors, the theorem can be applied to the modes at one wavevector at a time, provided that they are non-degenerate. A degenerate pair with \(v_{sr}\neq0\) and positive heat capacities behaves differently: its Lorentzian is \(1/(\varepsilon G_{sr})\), and its contribution grows in proportion to \(1/\varepsilon\) instead of vanishing.

```lean
#print axioms WignerTransport.lorentz_le
#print axioms WignerTransport.Phonons.tendsto_kubo_sub_peierls
```

```
'WignerTransport.lorentz_le' depends on axioms: [propext, Classical.choice, Quot.sound]
'WignerTransport.Phonons.tendsto_kubo_sub_peierls' depends on axioms: [propext, Classical.choice, Quot.sound]
```
